# The overdamped planar committor of a quadratic saddle is a cumulative Gaussian

Suppose the committor near a saddle is modelled as a sigmoid of the distance from the dividing plane, with its width chosen by eye. The surface $q=1/2$ can be exactly right while every other level surface is misplaced, so a test on that surface alone will not reveal the error. For overdamped dynamics with constant isotropic friction in a quadratic energy, the temperature and the unstable curvature fix the width.

Let $H$ be the symmetric $d\times d$ Hessian of the energy, with the saddle at the origin, and let $v$ be a unit vector with $Hv=-\lambda v$. Take $\lambda>0$ and $\beta=1/(k_BT)>0$. Let $g$ be the cumulative distribution function of the centred Gaussian of variance $1/(\beta\lambda)$. Then $q(x)=g(\langle v,x\rangle)$ is smooth, satisfies $\Delta q=\beta\langle Hx,\nabla q\rangle$, and tends to 1 along $v$ and to 0 along $-v$.

## Quadratic energy and overdamped motion

With energy $U(x)=\langle x,Hx\rangle/2$, the force is $-Hx$. Overdamped Langevin motion with constant isotropic friction has a generator proportional to $\beta^{-1}\Delta-\langle Hx,\nabla\rangle$. Setting it to zero on $q$ gives the committor equation. An anharmonic energy, or friction that is anisotropic or depends on position, would change this equation.

In Lean, a configuration is a function `ι → ℝ` on a finite index type, `H *ᵥ x` is $Hx$, and `⬝ᵥ` is the dot product. Derivatives are taken along coordinate lines, with the saddle at the origin.

```lean
import Mathlib

open Matrix MeasureTheory Filter Topology
open scoped ContDiff

namespace SaddleCommittor

noncomputable section

variable {ι : Type*} [Fintype ι] [DecidableEq ι]

/-- The partial derivative of `f` at `x` along the coordinate `i`. -/
def partialD (i : ι) (f : (ι → ℝ) → ℝ) (x : ι → ℝ) : ℝ :=
  deriv (fun t : ℝ => f (x + t • (Pi.single i 1 : ι → ℝ))) 0

/-- The gradient, as the vector of partial derivatives. -/
def grad (f : (ι → ℝ) → ℝ) (x : ι → ℝ) : ι → ℝ := fun i => partialD i f x

/-- The Laplacian, as the sum of the second partial derivatives. -/
def laplacian (f : (ι → ℝ) → ℝ) (x : ι → ℝ) : ℝ := ∑ i, partialD i (partialD i f) x

/-- The equation `Δq = β ⟨Hx, ∇q⟩`. For symmetric `H` it models the committor equation of overdamped
Langevin dynamics with constant isotropic friction in the energy `⟨x, Hx⟩ / 2`. -/
def SolvesCommittorEq (β : ℝ) (H : Matrix ι ι ℝ) (q : (ι → ℝ) → ℝ) : Prop :=
  ∀ x, laplacian q x = β * ((H *ᵥ x) ⬝ᵥ grad q x)
```

The equation is postulated as the model. The reading of $q$ as the probability of reaching one side before the other motivates it, but is not derived here. The boundary conditions are limits at infinity, not values on two finite metastable sets.

The candidate is built from the explicit density $\rho(s)=\sqrt{a/2\pi}\,e^{-as^2/2}$ with $a=\beta\lambda$; `lam` stands for $\lambda$.

```lean
/-- The density of the centred Gaussian of variance `1 / a`. -/
def gaussDensity (a s : ℝ) : ℝ :=
  Real.sqrt (a / (2 * Real.pi)) * Real.exp (-(a / 2) * s ^ 2)

/-- The distribution function of the centred Gaussian of variance `1 / a`. -/
def gaussCDF (a s : ℝ) : ℝ := ∫ t in Set.Iic s, gaussDensity a t

/-- The saddle-point committor: the Gaussian distribution function of variance `1 / (β lam)`
evaluated at the coordinate of `x` along `v`. -/
def committor (β lam : ℝ) (v x : ι → ℝ) : ℝ := gaussCDF (β * lam) (v ⬝ᵥ x)
```

## Dependence on one coordinate

Write $s=\langle v,x\rangle$ and try $q(x)=f(s)$. Moving along coordinate $i$ changes $s$ at rate $v_i$, so
$$\partial_i q=v_i f'(s),\qquad \partial_i^2q=v_i^2f''(s).$$
The next lemma is the first formula; applying it again to $v_if'$ gives the second.

```lean
/-- Chain rule for a function that varies only along `v`. -/
theorem partialD_planar (v : ι → ℝ) {f f' : ℝ → ℝ} (hf : ∀ s, HasDerivAt f (f' s) s)
    (i : ι) (x : ι → ℝ) :
    partialD i (fun y => f (v ⬝ᵥ y)) x = v i * f' (v ⬝ᵥ x) := by
  have h : HasDerivAt (fun t : ℝ => v ⬝ᵥ x + t * v i) (v i) 0 :=
    (hasDerivAt_mul_const (v i)).const_add (v ⬝ᵥ x)
  have h0 : HasDerivAt f (f' (v ⬝ᵥ x)) (v ⬝ᵥ x + 0 * v i) := by
    simpa using hf (v ⬝ᵥ x)
  have e : (fun t : ℝ => f (v ⬝ᵥ (x + t • (Pi.single i 1 : ι → ℝ))))
      = f ∘ (fun t : ℝ => v ⬝ᵥ x + t * v i) := by
    funext t
    simp only [Function.comp_apply]
    rw [dotProduct_add, dotProduct_smul, dotProduct_single, mul_one, smul_eq_mul]
  change deriv (fun t : ℝ => f (v ⬝ᵥ (x + t • (Pi.single i 1 : ι → ℝ)))) 0 = _
  rw [e, (h0.comp 0 h).deriv, mul_comm]
```

## A symmetric Hessian and a unit eigenvector

**Unit length.** Summing the second derivatives gives $\Delta q=|v|^2f''(s)=f''(s)$. In Lean the condition is `v ⬝ᵥ v = 1`, used in `hL`. For a nonzero eigenvector of another length, the Gaussian that defines $g$ would need the variance $|v|^2/(\beta\lambda)$. Keeping $1/(\beta\lambda)$ with an unnormalised $v$ is a slip that gives the wrong width.

**Symmetry and the eigenvector equation.** A Hessian is symmetric, and $v$ is its unstable direction with curvature $-\lambda$. Together these give
$$\langle Hx,v\rangle=\langle x,Hv\rangle=-\lambda s,$$
which is `hd` in the proof. Without symmetry, a right eigenvector is not enough: for $H=\begin{pmatrix}-1&1\\0&1\end{pmatrix}$ and $v=(1,0)$, the left side is $-x_1+x_2$, which is not a function of $s=x_1$.

The committor equation therefore becomes
$$f''(s)=-\beta\lambda\,s\,f'(s).$$
To obtain this for every real $s$, the proof evaluates the committor equation at $x=sv$.

```lean
/-- For symmetric `H` with unit eigenvector `v` of eigenvalue `-lam`, a twice differentiable
function of `v ⬝ᵥ x` alone solves the committor equation exactly when its profile solves the
one-dimensional equation `f'' = -β lam s f'`. -/
theorem planar_solves_iff {β lam : ℝ} {H : Matrix ι ι ℝ} {v : ι → ℝ} (hH : H.IsSymm)
    (hv1 : v ⬝ᵥ v = 1) (hv : H *ᵥ v = (-lam) • v) {f f' f'' : ℝ → ℝ}
    (hf : ∀ s, HasDerivAt f (f' s) s) (hf' : ∀ s, HasDerivAt f' (f'' s) s) :
    SolvesCommittorEq β H (fun x => f (v ⬝ᵥ x)) ↔
      ∀ s, f'' s = -(β * lam * s) * f' s := by
  have h1 : ∀ i, partialD i (fun x => f (v ⬝ᵥ x)) = fun x => v i * f' (v ⬝ᵥ x) :=
    fun i => funext fun x => partialD_planar v hf i x
  have h2 : ∀ i x, partialD i (fun x => v i * f' (v ⬝ᵥ x)) x
      = v i * (v i * f'' (v ⬝ᵥ x)) := fun i x =>
    partialD_planar v (f := fun s => v i * f' s) (f' := fun s => v i * f'' s)
      (fun s => (hf' s).const_mul (v i)) i x
  -- the Laplacian only sees the second derivative along the unit vector `v`
  have hL : ∀ x, laplacian (fun x => f (v ⬝ᵥ x)) x = f'' (v ⬝ᵥ x) := by
    intro x
    simp only [laplacian, h1, h2]
    simp only [← mul_assoc, ← Finset.sum_mul]
    change (v ⬝ᵥ v) * _ = _
    rw [hv1, one_mul]
  -- symmetry of `H` moves it onto its eigenvector
  have hd : ∀ x, (H *ᵥ x) ⬝ᵥ v = -lam * (v ⬝ᵥ x) := by
    intro x
    rw [dotProduct_comm, Matrix.dotProduct_mulVec, ← Matrix.mulVec_transpose, hH.eq, hv,
      smul_dotProduct, smul_eq_mul]
  have hG : ∀ x, (H *ᵥ x) ⬝ᵥ grad (fun x => f (v ⬝ᵥ x)) x
      = f' (v ⬝ᵥ x) * (-lam * (v ⬝ᵥ x)) := by
    intro x
    have e : grad (fun x => f (v ⬝ᵥ x)) x = f' (v ⬝ᵥ x) • v := by
      funext i
      simp only [grad, h1, Pi.smul_apply, smul_eq_mul, mul_comm]
    rw [e, dotProduct_smul, hd, smul_eq_mul]
  constructor
  · intro h s
    have h3 := h (s • v)
    rw [hL, hG, dotProduct_smul, hv1, smul_eq_mul, mul_one] at h3
    linear_combination h3
  · intro h x
    rw [hL, hG, h]
    ring
```

## Positive temperature and a truly unstable direction

Here $\beta$ is the inverse temperature, and $\lambda>0$ says that the energy falls away from the saddle along $v$. The one-dimensional equation gives
$$\frac{d}{ds}\left(f'(s)e^{\beta\lambda s^2/2}\right)=0,\qquad f'(s)=Ce^{-\beta\lambda s^2/2}.$$
Since $\beta\lambda>0$, this is integrable. A total rise of one gives $C=\sqrt{\beta\lambda/2\pi}$, and the limit 0 at $-\infty$ gives $f=g$. At $\lambda=0$ the profile would be linear, and for $\lambda<0$ with $\beta>0$ its slope would grow; neither permits the limits 0 and 1.

The following lemmas establish, in turn, $\rho'=-as\rho$, total mass one, $g'=\rho$, and the limits of $g$. The third writes $g$ as a constant plus an integral from 0 and applies the fundamental theorem of calculus.

```lean
/-- The Gaussian density satisfies `ρ' = -a s ρ`. -/
theorem hasDerivAt_gaussDensity (a s : ℝ) :
    HasDerivAt (gaussDensity a) (-(a * s) * gaussDensity a s) s := by
  have hs : HasDerivAt (fun y : ℝ => y ^ 2) (2 * s) s := by
    simpa using hasDerivAt_pow 2 s
  have h := ((hs.const_mul (-(a / 2))).exp).const_mul (Real.sqrt (a / (2 * Real.pi)))
  exact h.congr_deriv (by unfold gaussDensity; ring)

/-- The Gaussian density is integrable and has total mass one. -/
theorem gaussDensity_normalised {a : ℝ} (ha : 0 < a) :
    Integrable (gaussDensity a) ∧ ∫ t, gaussDensity a t = 1 := by
  refine ⟨(integrable_exp_neg_mul_sq (half_pos ha)).const_mul _, ?_⟩
  unfold gaussDensity
  rw [integral_const_mul, integral_gaussian, ← Real.sqrt_mul (by positivity)]
  have e : a / (2 * Real.pi) * (Real.pi / (a / 2)) = 1 := by
    have := Real.pi_ne_zero
    field_simp
  rw [e, Real.sqrt_one]

/-- The derivative of the Gaussian distribution function is the Gaussian density. -/
theorem hasDerivAt_gaussCDF {a : ℝ} (ha : 0 < a) (s : ℝ) :
    HasDerivAt (gaussCDF a) (gaussDensity a s) s := by
  have hi := (gaussDensity_normalised ha).1
  have hc : Continuous (gaussDensity a) := by unfold gaussDensity; fun_prop
  have e : gaussCDF a = fun u => gaussCDF a 0 + ∫ t in (0 : ℝ)..u, gaussDensity a t := by
    funext u
    rw [← intervalIntegral.integral_Iic_sub_Iic hi.integrableOn hi.integrableOn]
    simp only [gaussCDF]
    ring
  rw [e]
  exact (hc.integral_hasStrictDerivAt 0 s).hasDerivAt.const_add _

/-- The Gaussian distribution function tends to 0 at `-∞` and to 1 at `+∞`. -/
theorem gaussCDF_limits {a : ℝ} (ha : 0 < a) :
    Tendsto (gaussCDF a) atBot (𝓝 0) ∧ Tendsto (gaussCDF a) atTop (𝓝 1) := by
  obtain ⟨hi, h1⟩ := gaussDensity_normalised ha
  have e : ∀ u w, gaussCDF a w - gaussCDF a u = ∫ t in u..w, gaussDensity a t :=
    fun u w => intervalIntegral.integral_Iic_sub_Iic hi.integrableOn hi.integrableOn
  constructor
  · have h := (intervalIntegral_tendsto_integral_Iic 0 hi.integrableOn
      (tendsto_id (α := ℝ) (x := atBot))).const_sub (gaussCDF a 0)
    have h0 : gaussCDF a 0 - ∫ t in Set.Iic 0, gaussDensity a t = 0 := sub_self _
    rw [h0] at h
    refine h.congr fun u => ?_
    rw [← e]
    simp
  · have h := (intervalIntegral_tendsto_integral_Ioi 0 hi.integrableOn
      (tendsto_id (α := ℝ) (x := atTop))).const_add (gaussCDF a 0)
    have h0 : gaussCDF a 0 + ∫ t in Set.Ioi 0, gaussDensity a t = 1 := by
      rw [← h1]
      exact intervalIntegral.integral_Iic_add_Ioi hi.integrableOn hi.integrableOn
    rw [h0] at h
    refine h.congr fun u => ?_
    rw [← e]
    simp
```

The main theorem combines them. Smoothness follows from that of $\rho$ and of the linear map $x\mapsto\langle v,x\rangle$. The limits follow from $\langle v,x\pm tv\rangle=\langle v,x\rangle\pm t$, for every starting point $x$.

```lean
/-- At a quadratic saddle with unit unstable direction `v` and curvature `-lam`, the function
`committor` is smooth, solves the committor equation, and tends to 1 along `v` and to 0 along
`-v` from every starting point. -/
theorem saddle_committor {β lam : ℝ} (hβ : 0 < β) (hlam : 0 < lam) {H : Matrix ι ι ℝ}
    {v : ι → ℝ} (hH : H.IsSymm) (hv1 : v ⬝ᵥ v = 1) (hv : H *ᵥ v = (-lam) • v) :
    ContDiff ℝ ∞ (committor β lam v) ∧ SolvesCommittorEq β H (committor β lam v) ∧
      ∀ x, Tendsto (fun t : ℝ => committor β lam v (x + t • v)) atTop (𝓝 1) ∧
        Tendsto (fun t : ℝ => committor β lam v (x + t • (-v))) atTop (𝓝 0) := by
  have ha := mul_pos hβ hlam
  refine ⟨?_, ?_, fun x => ⟨?_, ?_⟩⟩
  · have hg : ContDiff ℝ ∞ (gaussCDF (β * lam)) := by
      rw [contDiff_infty_iff_deriv]
      refine ⟨fun s => (hasDerivAt_gaussCDF ha s).differentiableAt, ?_⟩
      rw [funext fun s => (hasDerivAt_gaussCDF ha s).deriv]
      unfold gaussDensity
      fun_prop
    have hl : ContDiff ℝ ∞ (fun x : ι → ℝ => v ⬝ᵥ x) :=
      ContDiff.sum fun i _ => contDiff_const.mul (contDiff_apply ℝ ℝ i)
    exact hg.comp hl
  · exact (planar_solves_iff hH hv1 hv (hasDerivAt_gaussCDF ha)
      (hasDerivAt_gaussDensity (β * lam))).2 fun s => rfl
  · refine (gaussCDF_limits ha).2.comp ?_
    simp only [dotProduct_add, dotProduct_smul, hv1, smul_eq_mul, mul_one]
    exact tendsto_atTop_add_const_left _ _ tendsto_id
  · refine (gaussCDF_limits ha).1.comp ?_
    simp only [dotProduct_add, dotProduct_smul, dotProduct_neg, hv1, smul_eq_mul, mul_neg,
      mul_one]
    exact tendsto_atBot_add_const_left _ _ tendsto_neg_atTop_atBot
```

The other eigenvalues of $H$ are unrestricted. A first-order saddle has all of them positive, but the theorem does not need this.

## A differentiable profile with limits 0 and 1

Among twice differentiable functions of $s$, the equation and the two limits determine the profile. The proof shows that $f'/\rho$ has zero derivative, so $f'=C\rho$, where $C$ now multiplies the normalised density. Then $f-Cg$ is a constant $D$, and the limits force $D=0$ and $C=1$. Without the limits, every $D+Cg$ remains a solution. The theorem does not compare $g$ with non-planar functions.

Differentiability matters in the formal statement too. Lean's `deriv` is zero where no derivative exists, so a step function across the plane $s=0$ satisfies `SolvesCommittorEq` and has the right limits. The hypotheses `hf` and `hf'` exclude it.

```lean
/-- A twice differentiable profile of the unstable coordinate that solves the committor equation
and has limits 0 and 1 is the Gaussian distribution function. -/
theorem planar_committor_unique {β lam : ℝ} (hβ : 0 < β) (hlam : 0 < lam)
    {H : Matrix ι ι ℝ} {v : ι → ℝ} (hH : H.IsSymm) (hv1 : v ⬝ᵥ v = 1)
    (hv : H *ᵥ v = (-lam) • v) {f f' f'' : ℝ → ℝ}
    (hf : ∀ s, HasDerivAt f (f' s) s) (hf' : ∀ s, HasDerivAt f' (f'' s) s)
    (hq : SolvesCommittorEq β H (fun x => f (v ⬝ᵥ x)))
    (h0 : Tendsto f atBot (𝓝 0)) (h1 : Tendsto f atTop (𝓝 1)) :
    f = gaussCDF (β * lam) := by
  have ha := mul_pos hβ hlam
  have ode := (planar_solves_iff hH hv1 hv hf hf').1 hq
  have hρ : ∀ s, gaussDensity (β * lam) s ≠ 0 := fun s => by
    unfold gaussDensity; positivity
  -- the ratio of `f'` to the Gaussian density is constant
  have hr : ∀ s, HasDerivAt (fun s => f' s / gaussDensity (β * lam) s) 0 s := fun s =>
    ((hf' s).fun_div (hasDerivAt_gaussDensity _ s) (hρ s)).congr_deriv (by
      rw [ode s, div_eq_zero_iff]; left; ring)
  obtain ⟨C, hC⟩ : ∃ C, ∀ s, f' s = C * gaussDensity (β * lam) s :=
    ⟨f' 0 / gaussDensity (β * lam) 0, fun s => (div_eq_iff (hρ s)).1
      (is_const_of_deriv_eq_zero (fun s => (hr s).differentiableAt)
        (fun s => (hr s).deriv) s 0)⟩
  -- hence `f` is an affine function of the Gaussian distribution function
  have hk : ∀ s, HasDerivAt (fun s => f s - C * gaussCDF (β * lam) s) 0 s := fun s =>
    ((hf s).fun_sub ((hasDerivAt_gaussCDF ha s).const_mul C)).congr_deriv (by
      rw [hC s, sub_self])
  obtain ⟨D, hD⟩ : ∃ D, ∀ s, f s - C * gaussCDF (β * lam) s = D :=
    ⟨_, fun s => is_const_of_deriv_eq_zero (fun s => (hk s).differentiableAt)
      (fun s => (hk s).deriv) s 0⟩
  -- the two limits fix both constants
  have l0 := h0.sub ((gaussCDF_limits ha).1.const_mul C)
  have l1 := h1.sub ((gaussCDF_limits ha).2.const_mul C)
  simp only [hD] at l0 l1
  have e0 := tendsto_nhds_unique l0 tendsto_const_nhds
  have e1 := tendsto_nhds_unique l1 tendsto_const_nhds
  have hD0 : D = 0 := by linarith
  have hC1 : C = 1 := by linarith
  funext s
  have := hD s
  rw [hD0, hC1] at this
  linarith
```

## The half-level surface and a coupled example

Because $\rho$ is even, $g(0)=1/2$; because $\rho>0$, $g$ is strictly increasing. Hence $q=1/2$ exactly when $\langle v,x\rangle=0$. This theorem needs only $\beta,\lambda>0$. For a unit $v$ the set is a hyperplane, a single point when $d=1$.

```lean
omit [DecidableEq ι] in
/-- For positive `β` and `lam`, the function `committor` equals one half exactly where `v ⬝ᵥ x = 0`.
-/
theorem committor_eq_half_iff {β lam : ℝ} (hβ : 0 < β) (hlam : 0 < lam) (v x : ι → ℝ) :
    committor β lam v x = 1 / 2 ↔ v ⬝ᵥ x = 0 := by
  have ha := mul_pos hβ hlam
  obtain ⟨hi, h1⟩ := gaussDensity_normalised ha
  have hmono : StrictMono (gaussCDF (β * lam)) := strictMono_of_deriv_pos fun s => by
    rw [(hasDerivAt_gaussCDF ha s).deriv]
    unfold gaussDensity
    positivity
  -- the density is even, so each half-line carries half of the mass
  have hhalf : gaussCDF (β * lam) 0 = 1 / 2 := by
    have heven : ∀ t, gaussDensity (β * lam) (-t) = gaussDensity (β * lam) t := fun t => by
      simp only [gaussDensity, neg_sq]
    have h2 := integral_comp_neg_Iic 0 (gaussDensity (β * lam))
    simp only [heven, neg_zero] at h2
    have h3 := intervalIntegral.integral_Iic_add_Ioi (b := (0 : ℝ))
      hi.integrableOn hi.integrableOn
    rw [h1] at h3
    unfold gaussCDF
    linarith
  unfold committor
  rw [← hhalf]
  exact hmono.injective.eq_iff
```

The last theorem checks the conditions on $H$ and $v$ for a saddle with coupled coordinates and $\lambda=25$. At $\beta=1$ the Gaussian has standard deviation $1/5$.

```lean
/-- A coupled two-dimensional saddle with unit unstable direction `(3/5, 4/5)` and
curvature `-25` meets the hypotheses on `H` and `v`. -/
theorem saddle_witness :
    (!![7, -24; -24, -7] : Matrix (Fin 2) (Fin 2) ℝ).IsSymm ∧
      (![3 / 5, 4 / 5] : Fin 2 → ℝ) ⬝ᵥ ![3 / 5, 4 / 5] = 1 ∧
      (!![7, -24; -24, -7] : Matrix (Fin 2) (Fin 2) ℝ) *ᵥ ![3 / 5, 4 / 5]
        = (-25 : ℝ) • ![3 / 5, 4 / 5] := by
  refine ⟨?_, ?_, ?_⟩
  · ext i j
    fin_cases i <;> fin_cases j <;> simp
  · norm_num [dotProduct, Fin.sum_univ_succ]
  · ext i
    fin_cases i <;> norm_num [Matrix.mulVec, dotProduct, Fin.sum_univ_succ]

end

end SaddleCommittor
```

```lean
#print axioms SaddleCommittor.saddle_committor
#print axioms SaddleCommittor.planar_committor_unique
#print axioms SaddleCommittor.committor_eq_half_iff
```

```
'SaddleCommittor.saddle_committor' depends on axioms: [propext, Classical.choice, Quot.sound]
'SaddleCommittor.planar_committor_unique' depends on axioms: [propext, Classical.choice, Quot.sound]
'SaddleCommittor.committor_eq_half_iff' depends on axioms: [propext, Classical.choice, Quot.sound]
```

To use the result at a first-order saddle $x_0$ of this model, diagonalise the Hessian there, take the normalised eigenvector of the negative eigenvalue, and evaluate
$$q(x)=\tfrac12\left[1+\operatorname{erf}\left(\sqrt{\beta\lambda/2}\,\langle v,x-x_0\rangle\right)\right].$$
The sign of $v$ must be chosen to point towards the product, since reversing it exchanges $q$ and $1-q$. Within the harmonic, overdamped model with constant isotropic friction, this gives a reference for testing a numerical committor solver, provided the boundary values on a finite domain are taken from the formula.
